# Projecting two singlet–triplet mixed dimers onto total spin zero is not size-consistent

To obtain an interaction energy from spin-projected energies, one subtracts the energies of the projected fragments from that of the projected pair. For fragments that don't interact, the difference should be zero. Here it is computed for two noninteracting dimers, each held in the state $c\,s+d\,t_0$ with $c,d$ real and nonzero. The singlet $s$ has energy 0, and the triplet, of which $t_0$ is the component with $S_z=0$, has energy $J>0$. Projecting each dimer onto its singlet gives total energy 0, while projecting the product onto total spin zero gives

$$E=\frac{2Jd^4}{3c^4+d^4}>0 .$$

In Lean 4 with Mathlib:

```lean
import Mathlib

open Matrix
open Complex (I)

namespace SpinProjectionSizeConsistency

noncomputable section
```

## One dimer and its spin

Take the basis $s,t_x,t_y,t_z$, indexed 0 to 3 in the code, with $t_0=t_z$ and $\hbar=1$. The spin annihilates $s$ and rotates the triplets as a vector: $S_x t_y=i\,t_z$ and $S_x t_z=-i\,t_y$, with $S_x t_x=0$.

```lean
/-- The x component of the spin of a dimer, in the basis s, t_x, t_y, t_z. -/
def spinX : Matrix (Fin 4) (Fin 4) ℂ :=
  !![0, 0, 0, 0; 0, 0, 0, 0; 0, 0, 0, -I; 0, 0, I, 0]
```

Cyclic permutation gives $S_y t_z=i\,t_x$ and $S_y t_x=-i\,t_z$.

```lean
/-- The y component of the spin of a dimer, in the basis s, t_x, t_y, t_z. -/
def spinY : Matrix (Fin 4) (Fin 4) ℂ :=
  !![0, 0, 0, 0; 0, 0, 0, I; 0, 0, 0, 0; 0, -I, 0, 0]
```

Likewise $S_z t_x=i\,t_y$ and $S_z t_y=-i\,t_x$, and $S_z t_z=0$, as $t_0$ requires.

```lean
/-- The z component of the spin of a dimer, in the basis s, t_x, t_y, t_z. -/
def spinZ : Matrix (Fin 4) (Fin 4) ℂ :=
  !![0, 0, 0, 0; 0, 0, -I, 0; 0, I, 0, 0; 0, 0, 0, 0]
```

The Hamiltonian is diagonal, with $J$ the singlet–triplet gap.

```lean
/-- The Hamiltonian of one dimer: singlet energy 0, triplet energy J. -/
def dimerH (J : ℝ) : Matrix (Fin 4) (Fin 4) ℂ :=
  !![0, 0, 0, 0; 0, J, 0, 0; 0, 0, J, 0; 0, 0, 0, J]
```

The superposition $c\,s+d\,t_0$ has amplitudes $(c,0,0,d)$. Normalisation, $c^2+d^2=1$, is not assumed, because the energies below are ratios.

```lean
/-- The dimer state c s + d t0, where t0 is t_z. -/
def dimer (c d : ℝ) : Fin 4 → ℂ := ![c, 0, 0, d]
```

## Two dimers as a coefficient matrix

Write a pair state as $\sum_{ij}M_{ij}\,|i\rangle|j\rangle$. Applying $A$ to the first dimer gives $AM$, and applying it to the second gives $MA^{T}$. The sum serves both for the total spin and for the Hamiltonian, which has no coupling between the dimers.

```lean
/-- The sum of a one-dimer operator A over both dimers, acting on the coefficient
matrix of a two-dimer state. -/
def onPair (A M : Matrix (Fin 4) (Fin 4) ℂ) : Matrix (Fin 4) (Fin 4) ℂ :=
  A * M + M * Aᵀ
```

The inner product is $\langle M|N\rangle=\sum_{ij}M_{ij}^*N_{ij}$.

```lean
/-- The inner product of two states of the pair. -/
def overlap (M N : Matrix (Fin 4) (Fin 4) ℂ) : ℂ :=
  ∑ i, ∑ j, star (M i j) * N i j
```

The energy is the Rayleigh quotient $\langle M|H|M\rangle/\langle M|M\rangle$.

```lean
/-- The mean energy of a nonzero state of two noninteracting dimers. -/
def energy (J : ℝ) (M : Matrix (Fin 4) (Fin 4) ℂ) : ℝ :=
  (overlap M (onPair (dimerH J) M)).re / (overlap M M).re
```

## Spin zero and projection

A dimer state has spin zero when all three spin components annihilate it.

```lean
/-- A dimer state has spin zero: every spin component annihilates it. -/
def DimerSpinZero (v : Fin 4 → ℂ) : Prop :=
  spinX *ᵥ v = 0 ∧ spinY *ᵥ v = 0 ∧ spinZ *ᵥ v = 0
```

For the pair, the total components must do so.

```lean
/-- A state of the pair has total spin zero: every total spin component annihilates it. -/
def PairSpinZero (M : Matrix (Fin 4) (Fin 4) ℂ) : Prop :=
  onPair spinX M = 0 ∧ onPair spinY M = 0 ∧ onPair spinZ M = 0
```

The projection of $\psi$ onto the spin-zero states is a spin-zero state $\varphi$ whose remainder $\psi-\varphi$ is orthogonal to every spin-zero state. `IsProjection` states this for any inner product and any property `K`.

```lean
/-- The state φ is the orthogonal projection of ψ onto the states with property K,
for the inner product ip. -/
def IsProjection {V : Type} [Sub V] (ip : V → V → ℂ) (K : V → Prop) (ψ φ : V) : Prop :=
  K φ ∧ ∀ χ, K χ → ip χ (ψ - φ) = 0
```

Two pair states will matter: $ss$, and the two triplets coupled to a singlet, $(t_xt_x+t_yt_y+t_zt_z)/\sqrt3$. The code leaves out the factor $1/\sqrt3$.

```lean
/-- The pair state a s s + b (t_x t_x + t_y t_y + t_z t_z). -/
def singletPair (a b : ℂ) : Matrix (Fin 4) (Fin 4) ℂ :=
  !![a, 0, 0, 0; 0, b, 0, 0; 0, 0, b, 0; 0, 0, 0, b]
```

For later use, the entries of $AM+MA^{T}$ are written out as sums.

```lean
/-- The amplitudes of a one-dimer operator summed over both dimers, written out. -/
theorem pair_apply (A M : Matrix (Fin 4) (Fin 4) ℂ) (i j : Fin 4) :
    onPair A M i j =
      (A i 0 * M 0 j + A i 1 * M 1 j + A i 2 * M 2 j + A i 3 * M 3 j) +
      (M i 0 * A j 0 + M i 1 * A j 1 + M i 2 * A j 2 + M i 3 * A j 3) := by
  simp only [onPair, Matrix.add_apply, Matrix.mul_apply, Matrix.transpose_apply,
    Fin.sum_univ_four]
```

The matrices are indeed a spin: $[S_x,S_y]=iS_z$ and cyclically. The proof compares all sixteen entries of each relation.

```lean
/-- The dimer spin components obey the angular momentum commutation relations. -/
theorem spin_commutators :
    spinX * spinY - spinY * spinX = I • spinZ ∧
    spinY * spinZ - spinZ * spinY = I • spinX ∧
    spinZ * spinX - spinX * spinZ = I • spinY := by
  refine ⟨?_, ?_, ?_⟩ <;> ext i j <;> fin_cases i <;> fin_cases j <;>
    simp [spinX, spinY, spinZ]
```

Since $S^2$ is 0 on $s$ and 2 on the triplets, $H=\tfrac J2 S^2$.

```lean
/-- The dimer Hamiltonian is J/2 times the square of the dimer spin. -/
theorem dimerH_eq_spin_sq (J : ℝ) :
    dimerH J = ((J : ℂ) / 2) • (spinX * spinX + spinY * spinY + spinZ * spinZ) := by
  ext i j
  fin_cases i <;> fin_cases j <;>
    simp [dimerH, spinX, spinY, spinZ] <;> ring
```

## Which states have spin zero

For one dimer with amplitudes $v_i$, $S_zv=0$ forces $v_1=0$, and $S_xv=0$ forces $v_2=v_3=0$. Only the singlet remains.

```lean
/-- A dimer state has spin zero exactly when its three triplet amplitudes vanish. -/
theorem dimerSpinZero_iff (v : Fin 4 → ℂ) :
    DimerSpinZero v ↔ v 1 = 0 ∧ v 2 = 0 ∧ v 3 = 0 := by
  constructor
  · rintro ⟨hx, -, hz⟩
    refine ⟨?_, ?_, ?_⟩
    · simpa [spinZ, Matrix.mulVec, dotProduct, Fin.sum_univ_four] using congrFun hz 2
    · simpa [spinX, Matrix.mulVec, dotProduct, Fin.sum_univ_four] using congrFun hx 3
    · simpa [spinX, Matrix.mulVec, dotProduct, Fin.sum_univ_four] using congrFun hx 2
  · rintro ⟨h1, h2, h3⟩
    refine ⟨?_, ?_, ?_⟩ <;> ext i <;> fin_cases i <;>
      simp [spinX, spinY, spinZ, Matrix.mulVec, dotProduct, Fin.sum_univ_four, h1, h2, h3]
```

For the pair, each spin matrix is antisymmetric, so the condition $S_aM+MS_a^{T}=0$ says that $M$ commutes with $S_a$. The $x$ and $z$ equations suffice. Entry $(0,2)$ of the $x$ equation reads $-iM_{03}=0$, and similar entries remove every other off-diagonal amplitude. Entry $(2,3)$ of the $x$ equation gives $i(M_{22}-M_{33})=0$, and entry $(1,2)$ of the $z$ equation gives $i(M_{11}-M_{22})=0$. Hence $M=\mathrm{diag}(a,b,b,b)$. These are the steps `z03` to `z32`, `p` and `q`; the converse is checked entry by entry.

```lean
/-- The states of the pair with total spin zero are exactly the combinations of s s
and t_x t_x + t_y t_y + t_z t_z. -/
theorem pairSpinZero_iff (M : Matrix (Fin 4) (Fin 4) ℂ) :
    PairSpinZero M ↔ ∃ a b, M = singletPair a b := by
  constructor
  · rintro ⟨hx, -, hz⟩
    have ex : ∀ i j, onPair spinX M i j = 0 := fun i j => by rw [hx]; rfl
    have ez : ∀ i j, onPair spinZ M i j = 0 := fun i j => by rw [hz]; rfl
    simp only [pair_apply] at ex ez
    -- the off-diagonal amplitudes vanish
    have z03 : M 0 3 = 0 := by simpa [spinX] using ex 0 2
    have z02 : M 0 2 = 0 := by simpa [spinX] using ex 0 3
    have z30 : M 3 0 = 0 := by simpa [spinX] using ex 2 0
    have z20 : M 2 0 = 0 := by simpa [spinX] using ex 3 0
    have z13 : M 1 3 = 0 := by simpa [spinX] using ex 1 2
    have z12 : M 1 2 = 0 := by simpa [spinX] using ex 1 3
    have z31 : M 3 1 = 0 := by simpa [spinX] using ex 2 1
    have z21 : M 2 1 = 0 := by simpa [spinX] using ex 3 1
    have z01 : M 0 1 = 0 := by simpa [spinZ] using ez 0 2
    have z10 : M 1 0 = 0 := by simpa [spinZ] using ez 2 0
    have z23 : M 2 3 = 0 := by simpa [spinZ] using ez 1 3
    have z32 : M 3 2 = 0 := by simpa [spinZ] using ez 3 1
    -- the three triplet amplitudes agree
    have p : I * (M 2 2 - M 3 3) = 0 := by
      refine Eq.trans ?_ (ex 2 3)
      simp [spinX]
      ring
    have q : I * (M 1 1 - M 2 2) = 0 := by
      refine Eq.trans ?_ (ez 1 2)
      simp [spinZ]
      ring
    have p' := sub_eq_zero.1 ((mul_eq_zero.1 p).resolve_left Complex.I_ne_zero)
    have q' := sub_eq_zero.1 ((mul_eq_zero.1 q).resolve_left Complex.I_ne_zero)
    have m22 : M 2 2 = M 1 1 := q'.symm
    have m33 : M 3 3 = M 1 1 := (q'.trans p').symm
    refine ⟨M 0 0, M 1 1, ?_⟩
    ext i j
    fin_cases i <;> fin_cases j <;>
      simp [singletPair, z01, z02, z03, z10, z12, z13, z20, z21, z23, z30, z31, z32,
        m22, m33]
  · rintro ⟨a, b, rfl⟩
    refine ⟨?_, ?_, ?_⟩ <;> ext i j <;> rw [pair_apply] <;>
      fin_cases i <;> fin_cases j <;>
      simp [singletPair, spinX, spinY, spinZ] <;> ring
```

## The two projections

On one dimer, orthogonality of the remainder to $s$ gives $c-v_0=0$, so the projection is $c\,s$, or $s$ up to sign once normalised. The equivalence supplies both existence and uniqueness.

```lean
/-- The projection of c s + d t0 onto spin zero of the dimer is c s. -/
theorem dimer_projection_iff (c d : ℝ) (v : Fin 4 → ℂ) :
    IsProjection (fun χ w => star χ ⬝ᵥ w) DimerSpinZero (dimer c d) v ↔
      v = ![(c : ℂ), 0, 0, 0] := by
  constructor
  · rintro ⟨hv, ho⟩
    obtain ⟨h1, h2, h3⟩ := (dimerSpinZero_iff v).1 hv
    have key : (c : ℂ) - v 0 = 0 := by
      simpa [dimer, dotProduct, Fin.sum_univ_four] using
        ho ![1, 0, 0, 0] ((dimerSpinZero_iff _).2 (by simp))
    have h0 : v 0 = c := (sub_eq_zero.1 key).symm
    ext i
    fin_cases i <;> simp [h0, h1, h2, h3]
  · rintro rfl
    refine ⟨(dimerSpinZero_iff _).2 (by simp), fun χ hχ => ?_⟩
    obtain ⟨h1, h2, h3⟩ := (dimerSpinZero_iff χ).1 hχ
    simp [dimer, dotProduct, Fin.sum_univ_four, h1, h2, h3]
```

The product state has $M_{00}=c^2$, $M_{03}=M_{30}=cd$ and $M_{33}=d^2$. Its remainder after subtracting $\mathrm{diag}(a,b,b,b)$ has overlap

$$x^*(c^2-a)+y^*(d^2-3b)$$

with $\mathrm{diag}(x,y,y,y)$, which is `key` in the proof. Testing with $(x,y)=(1,0)$ and $(0,1)$ gives $a=c^2$ and $b=d^2/3$. The part $t_0t_0$ survives because two triplets can couple to total spin zero.

```lean
/-- The projection of the product of two dimer states c s + d t0 onto total spin zero
has amplitude c² on s s and d²/3 on each of t_x t_x, t_y t_y, t_z t_z. -/
theorem pair_projection_iff (c d : ℝ) (M : Matrix (Fin 4) (Fin 4) ℂ) :
    IsProjection overlap PairSpinZero (vecMulVec (dimer c d) (dimer c d)) M ↔
      M = singletPair ((c ^ 2 : ℝ) : ℂ) ((d ^ 2 / 3 : ℝ) : ℂ) := by
  have key : ∀ x y a b : ℂ,
      overlap (singletPair x y) (vecMulVec (dimer c d) (dimer c d) - singletPair a b) =
        star x * ((c : ℂ) ^ 2 - a) + star y * ((d : ℂ) ^ 2 - 3 * b) := by
    intro x y a b
    simp [overlap, singletPair, dimer, Fin.sum_univ_four]
    ring
  constructor
  · rintro ⟨hM, ho⟩
    obtain ⟨a, b, rfl⟩ := (pairSpinZero_iff M).1 hM
    -- test against the two independent spin-zero states
    have h1 := ho (singletPair 1 0) ((pairSpinZero_iff _).2 ⟨1, 0, rfl⟩)
    have h2 := ho (singletPair 0 1) ((pairSpinZero_iff _).2 ⟨0, 1, rfl⟩)
    rw [key, star_one, star_zero] at h1 h2
    have ha : a = ((c ^ 2 : ℝ) : ℂ) := by
      push_cast
      linear_combination -h1
    have hb : b = ((d ^ 2 / 3 : ℝ) : ℂ) := by
      push_cast
      linear_combination (-1 / 3 : ℂ) * h2
    rw [ha, hb]
  · rintro rfl
    refine ⟨(pairSpinZero_iff _).2 ⟨_, _, rfl⟩, fun χ hχ => ?_⟩
    obtain ⟨x, y, rfl⟩ := (pairSpinZero_iff χ).1 hχ
    rw [key]
    push_cast
    ring
```

## The energies

On $\mathrm{diag}(a,b,b,b)$ with $a,b$ real, each of the three triplet pairs has energy $2J$. The numerator is therefore $3\cdot 2J\,b^2$ and the squared norm is $a^2+3b^2$.

```lean
/-- The energy of a s s + b (t_x t_x + t_y t_y + t_z t_z), for real a and b not both
zero, is 6 J b² / (a² + 3 b²). -/
theorem energy_singletPair (J a b : ℝ) :
    energy J (singletPair a b) = 6 * J * b ^ 2 / (a ^ 2 + 3 * b ^ 2) := by
  have h1 : overlap (singletPair a b) (onPair (dimerH J) (singletPair a b)) =
      ((6 * J * b ^ 2 : ℝ) : ℂ) := by
    simp only [overlap, pair_apply, Fin.sum_univ_four]
    simp [singletPair, dimerH]
    ring
  have h2 : overlap (singletPair a b) (singletPair a b) =
      ((a ^ 2 + 3 * b ^ 2 : ℝ) : ℂ) := by
    simp [overlap, singletPair, Fin.sum_univ_four]
    ring
  rw [energy, h1, h2, Complex.ofReal_re, Complex.ofReal_re]
```

Inserting $a=c^2$ and $b=d^2/3$ gives

$$E=\frac{\tfrac23Jd^4}{c^4+\tfrac13d^4}=\frac{2Jd^4}{3c^4+d^4}.$$

In the normalised projected state, $d^4/(3c^4+d^4)$ is the probability of finding both dimers in triplets. Separate projection gives $c^2\,ss$ instead, where $b=0$ and the energy is 0.

The theorem takes any `v` and `M` that are the two projections and compares their energies. The preceding equivalences replace them by explicit states, `div_eq_div_iff` and `ring` match the fractions, and `positivity` gives the sign. The hypothesis $c\neq0$ keeps the separately projected state from vanishing.

```lean
/-- For two noninteracting dimers in the state c s + d t0, with c, d nonzero and J > 0,
projecting each dimer onto spin zero gives a nonzero state of energy 0, while projecting
the product onto total spin zero gives the positive energy 2 J d⁴ / (3 c⁴ + d⁴). -/
theorem spin_projection_not_size_consistent {J c d : ℝ} (hJ : 0 < J) (hc : c ≠ 0)
    (hd : d ≠ 0) {v : Fin 4 → ℂ} {M : Matrix (Fin 4) (Fin 4) ℂ}
    (hv : IsProjection (fun χ w => star χ ⬝ᵥ w) DimerSpinZero (dimer c d) v)
    (hM : IsProjection overlap PairSpinZero (vecMulVec (dimer c d) (dimer c d)) M) :
    (vecMulVec v v ≠ 0 ∧ energy J (vecMulVec v v) = 0) ∧
      energy J M = 2 * J * d ^ 4 / (3 * c ^ 4 + d ^ 4) ∧ 0 < energy J M := by
  have hE : energy J M = 2 * J * d ^ 4 / (3 * c ^ 4 + d ^ 4) := by
    have hp : 3 * c ^ 4 + d ^ 4 ≠ 0 := by positivity
    have hq : (c ^ 2) ^ 2 + 3 * (d ^ 2 / 3) ^ 2 ≠ 0 := by positivity
    rw [(pair_projection_iff c d M).1 hM, energy_singletPair, div_eq_div_iff hq hp]
    ring
  have hs : vecMulVec v v = singletPair ((c ^ 2 : ℝ) : ℂ) ((0 : ℝ) : ℂ) := by
    rw [(dimer_projection_iff c d v).1 hv]
    ext i j
    fin_cases i <;> fin_cases j <;> simp [singletPair, vecMulVec_apply, pow_two]
  refine ⟨⟨fun h => ?_, ?_⟩, hE, ?_⟩
  · rw [hs] at h
    have h0 := congrFun (congrFun h 0) 0
    simp [singletPair, hc] at h0
  · rw [hs, energy_singletPair]
    simp
  · rw [hE]
    positivity

end

end SpinProjectionSizeConsistency
```

## Weak and strong contamination

With $c^2+d^2=1$ and small $d$, the formula gives $E\approx\tfrac23Jd^4$, so weak triplet contamination costs little. As $c\to0$ the energy tends to $2J$, that of two triplets, while the norm $c^2$ of the separately projected state goes to zero.

For spin-projected electronic-structure methods, this is a warning from a model of two noninteracting four-level dimers in a fixed product state. The coefficients are held fixed. Choosing them to minimise the projected energy would give $d=0$ and remove the error in this model.

```lean
#print axioms SpinProjectionSizeConsistency.spin_commutators
-- 'SpinProjectionSizeConsistency.spin_commutators' depends on axioms: [propext, Classical.choice, Quot.sound]
#print axioms SpinProjectionSizeConsistency.dimerH_eq_spin_sq
-- 'SpinProjectionSizeConsistency.dimerH_eq_spin_sq' depends on axioms: [propext, Classical.choice, Quot.sound]
#print axioms SpinProjectionSizeConsistency.spin_projection_not_size_consistent
-- 'SpinProjectionSizeConsistency.spin_projection_not_size_consistent' depends on axioms: [propext, Classical.choice, Quot.sound]
```
